# Occupations shifted in proportion to each level's signed deviation from the mean level still sum to the particle number

Take a finite, nonempty set of orbitals with real levels `e i`. Give each one the occupation `N / Fintype.card ι` plus a shift, which is the difference "mean level minus own level" divided by `U`. The theorem `sum_levelled` says that these occupations add up to `N`, because the signed deviations from the mean level cancel. `N` and `U` are any real numbers, and nothing keeps an individual occupation between 0 and 1 or derives the formula from an energy; at `U = 0` Lean's division returns zero, so the shifts vanish. The attempt first proves `h1`, that a constant divided by the number of orbitals and summed over all of them gives back the constant. It then splits the sum and tries to take out the denominator `U` and cancel what is left.

This version doesn't compile in Lean 4 with Mathlib:

```lean
import Mathlib

open Finset

namespace AufbauFractionalFilling

noncomputable section

variable {ι : Type*} [Fintype ι]

/-- The mean occupation plus the signed difference, mean level minus the orbital's own level, in
units of `U`. -/
def levelled (e : ι → ℝ) (U N : ℝ) (i : ι) : ℝ :=
  N / Fintype.card ι + ((∑ j, e j) / Fintype.card ι - e i) / U

/-- The levelled occupations add up to the particle number. -/
theorem sum_levelled [Nonempty ι] (e : ι → ℝ) (U N : ℝ) :
    ∑ i, levelled e U N i = N := by
  have hn : (Fintype.card ι : ℝ) ≠ 0 := Nat.cast_ne_zero.mpr Fintype.card_ne_zero
  have h1 : ∀ x : ℝ, ∑ _i : ι, x / (Fintype.card ι : ℝ) = x := by
    intro x
    rw [Finset.sum_const, Finset.card_univ, nsmul_eq_mul, mul_div_cancel₀ _ hn]
  unfold levelled
  rw [Finset.sum_add_distrib, ← Finset.sum_div, Finset.sum_sub_distrib, h1, h1, sub_self,
    zero_div, add_zero]

end

end AufbauFractionalFilling
```

The compiler's answer:

```
Main.lean:24:48: error: Tactic `rewrite` failed: Did not find an occurrence of the pattern
  ∑ x ∈ ?m.79, (?f x - ?g x)
in the target expression
  (∑ i, N) / ↑(Fintype.card ι) + ∑ x, ((∑ j, e j) / ↑(Fintype.card ι) - e x) / U = N

ι : Type u_1
inst✝¹ : Fintype ι
inst✝ : Nonempty ι
e : ι → ℝ
U N : ℝ
hn : ↑(Fintype.card ι) ≠ 0
h1 : ∀ (x : ℝ), ∑ _i, x / ↑(Fintype.card ι) = x
⊢ (∑ i, N) / ↑(Fintype.card ι) + ∑ x, ((∑ j, e j) / ↑(Fintype.card ι) - e x) / U = N
```

The error says that `Finset.sum_sub_distrib` found no sum whose summand is a difference. The step before it, `← Finset.sum_div`, was meant to take `U` out of the second sum, but its pattern is any sum of quotients with a fixed denominator, and the first sum, of `N / ↑(Fintype.card ι)`, fits as well. The rewrite settled on that one, as the goal shows: the first sum has become `(∑ i, N) / ↑(Fintype.card ι)`, while in the second the division by `U` is still inside, so its summand is a quotient and not a difference.

The repair moves one `h1` ahead of `← Finset.sum_div`. It turns the first sum into `N`, and the only sum of quotients left is the one over `U`. With `U` taken outside, the summand is a difference and `Finset.sum_sub_distrib` applies. The second `h1` then reduces the summed mean level to `∑ j, e j`, which `sub_self` cancels against the sum of the levels.

Fix (accepted with no message):

```diff
@@ -22,5 +22,5 @@
     rw [Finset.sum_const, Finset.card_univ, nsmul_eq_mul, mul_div_cancel₀ _ hn]
   unfold levelled
-  rw [Finset.sum_add_distrib, ← Finset.sum_div, Finset.sum_sub_distrib, h1, h1, sub_self,
+  rw [Finset.sum_add_distrib, h1, ← Finset.sum_div, Finset.sum_sub_distrib, h1, sub_self,
     zero_div, add_zero]
 
```
